# The first-order change of a determinant is a sum over single-column replacements

Let `M` and `K` be complex square matrices of the same finite size, with no assumption that either is invertible. The lemma says that `det (M + t K)`, as a function of the complex number `t`, has a derivative at `t = 0`, and that this derivative is a sum with one term for each column: the determinant of `M` with that column replaced by the same column of `K`. In physical terms, it gives the first-order response of a determinant when its matrix is perturbed linearly. The attempt expands the determinant over permutations, differentiates each product by the product rule, and regroups the terms by the column that was differentiated.

In Lean, a first try:

```lean
import Mathlib

open Matrix Finset

namespace HasDerivAtDetLine

variable {m p n : Type*} [Fintype m] [Fintype p] [Fintype n] [DecidableEq n]

/-- The derivative of `det (M + t K)` at `t = 0` is the sum over columns of the determinants
of `M` with that one column taken from `K`. -/
theorem hasDerivAt_det_line (M K : Matrix n n ℂ) :
    HasDerivAt (fun t : ℂ => (M + t • K).det)
      (∑ j, (M.updateCol j (fun i => K i j)).det) 0 := by
  have hentry : ∀ i j, HasDerivAt (fun t : ℂ => M i j + t * K i j) (K i j) 0 := by
    intro i j
    simpa using ((hasDerivAt_id (0 : ℂ)).mul_const (K i j)).const_add (M i j)
  -- product rule for each permutation in the Leibniz expansion
  have hprod : ∀ σ : Equiv.Perm n,
      HasDerivAt (fun t : ℂ => ∏ j, (M (σ j) j + t * K (σ j) j))
        (∑ j, (∏ i ∈ univ.erase j, M (σ i) i) * K (σ j) j) 0 := by
    intro σ
    have h := HasDerivAt.fun_finset_prod (u := Finset.univ)
      (fun j _ => hentry (σ j) j)
    simpa only [zero_mul, add_zero, smul_eq_mul] using h
  have hsum := HasDerivAt.fun_sum (u := Finset.univ)
    (fun (σ : Equiv.Perm n) _ => (hprod σ).const_mul ((Equiv.Perm.sign σ : ℤ) : ℂ))
  convert hsum using 1
  · ext t
    rw [Matrix.det_apply']
    rfl
  · -- regroup the terms by the column that was differentiated
    simp only [Matrix.det_apply', Finset.mul_sum]
    rw [Finset.sum_comm]
    refine Finset.sum_congr rfl fun σ _ => Finset.sum_congr rfl fun j _ => ?_
    have hp : ∏ i ∈ univ.erase j, M.updateCol j (fun i => K i j) (σ i) i
        = ∏ i ∈ univ.erase j, M (σ i) i :=
      Finset.prod_congr rfl fun i hi => Matrix.updateCol_ne (Finset.ne_of_mem_erase hi)
    rw [← Finset.mul_prod_erase univ _ (Finset.mem_univ j), hp, Matrix.updateCol_self,
      mul_comm (K (σ j) j)]

end HasDerivAtDetLine
```

The error:

```
Main.lean:22:14: warning: `HasDerivAt.fun_finset_prod` has been deprecated: Use `HasDerivAt.fun_finsetProd` instead
Main.lean:29:8: error: Tactic `rewrite` failed: Did not find an occurrence of the pattern
  det ?M
in the target expression
  t + x✝ = t + x✝

case e'_4
n : Type u_3
inst✝¹ : Fintype n
inst✝ : DecidableEq n
M K : Matrix n n ℂ
hentry : ∀ (i j : n), HasDerivAt (fun t => M i j + t * K i j) (K i j) 0
hprod :
  ∀ (σ : Equiv.Perm n),
    HasDerivAt (fun t => ∏ j, (M (σ j) j + t * K (σ j) j)) (∑ j, (∏ i ∈ univ.erase j, M (σ i) i) * K (σ j) j) 0
hsum :
  HasDerivAt (fun y => ∑ i, ↑↑(Equiv.Perm.sign i) * ∏ j, (M (i j) j + y * K (i j) j))
    (∑ i, ↑↑(Equiv.Perm.sign i) * ∑ j, (∏ i_1 ∈ univ.erase j, M (i i_1) i_1) * K (i j) j) 0
t x✝ : ℂ
⊢ t + x✝ = t + x✝
Main.lean:32:4: error: `simp` made no progress
Main.lean:13:55: error: unsolved goals
case e'_8
n : Type u_3
inst✝¹ : Fintype n
inst✝ : DecidableEq n
M K : Matrix n n ℂ
hentry : ∀ (i j : n), HasDerivAt (fun t => M i j + t * K i j) (K i j) 0
hprod :
  ∀ (σ : Equiv.Perm n),
    HasDerivAt (fun t => ∏ j, (M (σ j) j + t * K (σ j) j)) (∑ j, (∏ i ∈ univ.erase j, M (σ i) i) * K (σ j) j) 0
hsum :
  HasDerivAt (fun y => ∑ i, ↑↑(Equiv.Perm.sign i) * ∏ j, (M (i j) j + y * K (i j) j))
    (∑ i, ↑↑(Equiv.Perm.sign i) * ∑ j, (∏ i_1 ∈ univ.erase j, M (i i_1) i_1) * K (i j) j) 0
⊢ (fun t => (M + t • K).det) = fun y => ∑ i, ↑↑(Equiv.Perm.sign i) * ∏ j, (M (i j) j + y * K (i j) j)

case e'_9
n : Type u_3
inst✝¹ : Fintype n
inst✝ : DecidableEq n
M K : Matrix n n ℂ
hentry : ∀ (i j : n), HasDerivAt (fun t => M i j + t * K i j) (K i j) 0
hprod :
  ∀ (σ : Equiv.Perm n),
    HasDerivAt (fun t => ∏ j, (M (σ j) j + t * K (σ j) j)) (∑ j, (∏ i ∈ univ.erase j, M (σ i) i) * K (σ j) j) 0
hsum :
  HasDerivAt (fun y => ∑ i, ↑↑(Equiv.Perm.sign i) * ∏ j, (M (i j) j + y * K (i j) j))
    (∑ i, ↑↑(Equiv.Perm.sign i) * ∑ j, (∏ i_1 ∈ univ.erase j, M (i i_1) i_1) * K (i j) j) 0
⊢ ∑ j, (M.updateCol j fun i => K i j).det =
    ∑ i, ↑↑(Equiv.Perm.sign i) * ∑ j, (∏ i_1 ∈ univ.erase j, M (i i_1) i_1) * K (i j) j
```

Diagnosis. The proof has two bullets after `convert hsum using 1`, one for the equality of the functions and one for the equality of the derivatives. But `convert` also left goals about the structures on `ℂ` that `HasDerivAt` carries, and these came first. The first bullet met an equality of additive structures, which `ext t` turned into `t + x✝ = t + x✝`, with no determinant for `rw` to find. The second bullet also fell on a goal it was not written for, so `simp` made no progress. The two intended goals, `e'_8` and `e'_9`, were left unsolved.

The repair states those two equalities outright as `hfun` and `hval` and proves them by essentially the old arguments. Rewriting with both gives the goal the form of `hsum`, and `exact hsum` closes it, since Lean accepts the structures on the two sides as equal by definition.

Replacing the deprecated `HasDerivAt.fun_finset_prod` by `HasDerivAt.fun_finsetProd` is tidying: it answers a warning, not an error.

The repair, with which the file compiles:

```diff
@@ -20,14 +20,19 @@
         (∑ j, (∏ i ∈ univ.erase j, M (σ i) i) * K (σ j) j) 0 := by
     intro σ
-    have h := HasDerivAt.fun_finset_prod (u := Finset.univ)
+    have h := HasDerivAt.fun_finsetProd (u := Finset.univ)
       (fun j _ => hentry (σ j) j)
     simpa only [zero_mul, add_zero, smul_eq_mul] using h
   have hsum := HasDerivAt.fun_sum (u := Finset.univ)
     (fun (σ : Equiv.Perm n) _ => (hprod σ).const_mul ((Equiv.Perm.sign σ : ℤ) : ℂ))
-  convert hsum using 1
-  · ext t
+  have hfun : (fun t : ℂ => (M + t • K).det) = fun t : ℂ =>
+      ∑ σ : Equiv.Perm n, ((Equiv.Perm.sign σ : ℤ) : ℂ) *
+        ∏ j, (M (σ j) j + t * K (σ j) j) := by
+    funext t
     rw [Matrix.det_apply']
     rfl
-  · -- regroup the terms by the column that was differentiated
+  -- regroup the terms by the column that was differentiated
+  have hval : ∑ j, (M.updateCol j (fun i => K i j)).det =
+      ∑ σ : Equiv.Perm n, ((Equiv.Perm.sign σ : ℤ) : ℂ) *
+        ∑ j, (∏ i ∈ univ.erase j, M (σ i) i) * K (σ j) j := by
     simp only [Matrix.det_apply', Finset.mul_sum]
     rw [Finset.sum_comm]
@@ -38,4 +43,6 @@
     rw [← Finset.mul_prod_erase univ _ (Finset.mem_univ j), hp, Matrix.updateCol_self,
       mul_comm (K (σ j) j)]
+  rw [hfun, hval]
+  exact hsum
 
 end HasDerivAtDetLine
```
